# Integrability of (br² + cr)e^(−2Zr) beyond any radius, for a hydrogen-like 1s density

For real `Z > 0`, `a ≥ 0` and any real `b` and `c`, the lemma states that (br² + cr)e^(−2Zr) is integrable over r > a. If Z is read as the nuclear charge in atomic units, e^(−2Zr) is the unnormalised density of a one-electron 1s state with a fixed point nucleus; the normalised density is (Z³/π)e^(−2Zr). The lemma asserts only integrability and gives no value for the integral. The attempt first shows that each rⁿe^(−2Zr), with n a natural number, is integrable over r > 0, then combines the cases n = 2 and n = 1 linearly, and finally restricts the domain to r > a.

An attempt in Lean 4 with a fault in it:

```lean
import Mathlib

open MeasureTheory Set Filter Topology

namespace IntegrablePoly

noncomputable section

/-- For `Z > 0`, a quadratic polynomial without constant term times `exp (-2Zr)` is
integrable beyond any radius `a ≥ 0`. -/
theorem integrable_poly {Z a : ℝ} (hZ : 0 < Z) (ha : 0 ≤ a) (b c : ℝ) :
    IntegrableOn (fun r : ℝ => (b * r ^ 2 + c * r) * Real.exp (-(2 * Z) * r)) (Ioi a) := by
  have m (n : ℕ) : Integrable (fun r : ℝ => r ^ n * Real.exp (-(2 * Z) * r))
      (volume.restrict (Ioi 0)) := by
    have h := integrableOn_rpow_mul_exp_neg_mul_rpow (s := (n : ℝ)) (p := 1) (b := 2 * Z)
      (lt_of_lt_of_le (by norm_num) n.cast_nonneg) le_rfl (by positivity)
    simpa only [Real.rpow_natCast, Real.rpow_one] using h
  have h : IntegrableOn (fun r : ℝ => (b * r ^ 2 + c * r) * Real.exp (-(2 * Z) * r))
      (Ioi 0) := by
    refine Integrable.congr (((m 2).const_mul b).add ((m 1).const_mul c))
      (ae_of_all _ fun r => ?_)
    show b * (r ^ 2 * Real.exp (-(2 * Z) * r)) + c * (r ^ 1 * Real.exp (-(2 * Z) * r))
      = (b * r ^ 2 + c * r) * Real.exp (-(2 * Z) * r)
    ring
  exact h.mono_set (Ioi_subset_Ioi ha)

end

end IntegrablePoly
```

Messages:

```
Main.lean:16:51: error: Application type mismatch: The argument
  le_rfl
has type
  ?m.131 ≤ ?m.131
but is expected to have type
  0 < 1
in the application
  integrableOn_rpow_mul_exp_neg_mul_rpow
    (lt_of_lt_of_le
      (Mathlib.Meta.NormNum.isInt_lt_true
        (Mathlib.Meta.NormNum.isInt_neg (Eq.refl Neg.neg)
          (Mathlib.Meta.NormNum.IsNat.to_isInt (Mathlib.Meta.NormNum.isNat_ofNat ℝ Nat.cast_one))
          (Eq.refl (Int.negOfNat 1)))
        (Mathlib.Meta.NormNum.IsNat.to_isInt (Mathlib.Meta.NormNum.isNat_ofNat ℝ Nat.cast_zero)) (Eq.refl true))
      (Nat.cast_nonneg n))
    le_rfl
```

The one error concerns the second explicit argument of `integrableOn_rpow_mul_exp_neg_mul_rpow`. With `p := 1`, the lemma asks there for a proof of `0 < 1`, but the attempt gives `le_rfl`, which proves only that something is less than or equal to itself. It would serve for `1 ≤ 1`, but it cannot prove a strict inequality between 0 and 1. The repair puts `one_pos`, which is a proof of `0 < 1`, in its place, and this cures the reported error.

The diff also splits `simpa only … using h` into `simp only … at h` and `exact h`. No message faults the old line, so nothing here shows that this change was needed. The new lines use the same two lemmas to turn the real powers in `h` into natural powers and to remove the exponent 1. Then `exact h` closes the goal, since `IntegrableOn` on a set is by definition `Integrable` for the measure restricted to that set.

As a diff, the version that Lean accepts:

```diff
@@ -14,6 +14,7 @@
       (volume.restrict (Ioi 0)) := by
     have h := integrableOn_rpow_mul_exp_neg_mul_rpow (s := (n : ℝ)) (p := 1) (b := 2 * Z)
-      (lt_of_lt_of_le (by norm_num) n.cast_nonneg) le_rfl (by positivity)
-    simpa only [Real.rpow_natCast, Real.rpow_one] using h
+      (lt_of_lt_of_le (by norm_num) n.cast_nonneg) one_pos (by positivity)
+    simp only [Real.rpow_natCast, Real.rpow_one] at h
+    exact h
   have h : IntegrableOn (fun r : ℝ => (b * r ^ 2 + c * r) * Real.exp (-(2 * Z) * r))
       (Ioi 0) := by
```
